# Polarisation steps below half a quantum are tracked exactly by their smallest representatives

Let $p_j$ be one component of a ferroelectric's polarisation at stage $j$ of a switching path, followed continuously from the start. A Berry-phase calculation at a single structure gives a value $a_j$ that may differ from $p_j$ by any whole number of polarisation quanta $q$. If the polarisation vector is expanded along the three edges of the unit cell, its component along an edge of length $R$ has $q = eR/\Omega$, with $e$ the elementary charge and $\Omega$ the cell volume. The problem is to recover $p_n - p_0$ from the $a_j$. All quantities are real numbers, and $q$ is the same at every stage, as in a fixed cell.

In Lean 4 with Mathlib:

```lean
import Mathlib

open Finset

namespace PolarisationBranchTracking

noncomputable section

/-- The computed polarisation `a` agrees with the true polarisation `p` up to an integer
number of polarisation quanta `q`. -/
def SameModQuantum (q a p : ℝ) : Prop := ∃ m : ℤ, a = p + m * q
```

`SameModQuantum q a p` says that $a = p + mq$ for some integer $m$. The integer is unknown and may change from stage to stage.

```lean
/-- The polarisation difference `x` reduced by the nearest integer multiple of the
quantum `q`, for `q ≠ 0`. -/
def minStep (q x : ℝ) : ℝ := x - q * round (x / q)
```

`minStep q x` is $x - q\,\mathrm{round}(x/q)$: the difference $x$ less the nearest whole number of quanta.

```lean
/-- The polarisation change obtained by summing the reduced differences of the first
`n` successive pairs of computed values `a`, for a quantum `q ≠ 0`. -/
def trackedChange (q : ℝ) (a : ℕ → ℝ) (n : ℕ) : ℝ :=
  ∑ j ∈ range n, minStep q (a (j + 1) - a j)
```

`range n` contains $0,\dots,n-1$, so the tracked change is the sum of the $n$ reduced differences $a_{j+1}-a_j$.

## The reduced difference

```lean
/-- For a positive quantum, the reduced difference is equivalent to the original one modulo
the quantum, is at most half a quantum in size, and has the smallest magnitude among all
equivalent differences. -/
theorem minStep_is_smallest {q : ℝ} (hq : 0 < q) (x : ℝ) :
    SameModQuantum q (minStep q x) x ∧ |minStep q x| ≤ q / 2 ∧
      ∀ m : ℤ, |minStep q x| ≤ |x + m * q| := by
  have hx : q * (x / q) = x := by field_simp
  -- measure everything in units of the quantum
  have e1 : minStep q x = q * (x / q - round (x / q)) := by
    unfold minStep
    linear_combination -hx
  refine ⟨⟨-round (x / q), by unfold minStep; push_cast; ring⟩, ?_, ?_⟩
  · rw [e1, abs_mul, abs_of_pos hq]
    have h := mul_le_mul_of_nonneg_left (abs_sub_round (x / q)) hq.le
    linarith
  · intro m
    have e2 : x + m * q = q * (x / q - ((-m : ℤ) : ℝ)) := by
      push_cast
      linear_combination -hx
    rw [e1, e2, abs_mul, abs_mul]
    exact mul_le_mul_of_nonneg_left (round_le (x / q) (-m)) (abs_nonneg q)
```

For $q>0$, `minStep` returns a value equivalent to $x$, at most $q/2$ in size, and no larger in magnitude than any other equivalent value. With $u = x/q$, the reduced value is $q(u-\mathrm{round}\,u)$, and $|u-\mathrm{round}\,u|\le 1/2$. A competitor is $x+mq = q(u-(-m))$, and no integer $-m$ is closer to $u$ than $\mathrm{round}\,u$. The equations `e1` and `e2` put both values in this form.

```lean
/-- Adding an integer number of quanta to a polarisation difference does not change its
reduced value. -/
theorem minStep_add_quanta {q : ℝ} (x : ℝ) (m : ℤ) :
    minStep q (x + m * q) = minStep q x := by
  rcases eq_or_ne q 0 with rfl | hq
  · simp [minStep]
  · have h : (x + m * q) / q = x / q + m := by field_simp
    unfold minStep
    rw [h, round_add_intCast]
    push_cast
    ring
```

Adding $m$ quanta to $x$ adds $m$ to $x/q$ and so to its rounded value. The two contributions $mq$ cancel.

```lean
/-- The reduced difference of two computed polarisations equals the reduced difference of
the true ones, whatever branches the computed values lie on. -/
theorem minStep_observed {q a b p r : ℝ} (ha : SameModQuantum q a p)
    (hb : SameModQuantum q b r) : minStep q (b - a) = minStep q (r - p) := by
  obtain ⟨m, hm⟩ := ha
  obtain ⟨k, hk⟩ := hb
  have h : b - a = (r - p) + ((k - m : ℤ) : ℝ) * q := by
    rw [hm, hk]
    push_cast
    ring
  rw [h, minStep_add_quanta]
```

If $a = p+mq$ and $b = r+kq$, then $b-a = (r-p)+(k-m)q$. By the previous lemma, the computed and true differences have the same reduced value.

```lean
/-- A difference that lies within less than half a quantum of `k` quanta is reduced by
exactly `k` quanta. -/
theorem minStep_eq_sub {q x : ℝ} (k : ℤ) (h : |x - k * q| < q / 2) :
    minStep q x = x - k * q := by
  have hq : 0 < q := by linarith [abs_nonneg (x - k * q)]
  obtain ⟨h1, h2⟩ := abs_lt.mp h
  have l1 : (k : ℝ) - 1 / 2 < x / q := by
    rw [lt_div_iff₀ hq]
    linarith
  have l2 : x / q < (k : ℝ) + 1 / 2 := by
    rw [div_lt_iff₀ hq]
    linarith
  have hr : round (x / q) = k := by
    rw [round_eq, Int.floor_eq_iff]
    constructor <;> linarith
  unfold minStep
  rw [hr]
  ring
```

If $|x-kq|<q/2$, exactly $k$ quanta are removed. The hypothesis forces $q>0$, and dividing by $q$ gives $k-\tfrac12 < x/q < k+\tfrac12$, which are `l1` and `l2`.

The remaining step rests on how Mathlib handles `round`. The lemma `round_eq` rewrites $\mathrm{round}\,u$ as $\lfloor u+\tfrac12\rfloor$, and `Int.floor_eq_iff` turns the claim $\lfloor u+\tfrac12\rfloor = k$ into two inequalities, $k\le u+\tfrac12$ and $u+\tfrac12<k+1$. A statement about rounding has become linear arithmetic, which `linarith` settles from `l1` and `l2`. The floor formula also fixes ties: for $q>0$, a difference of exactly $q/2$ is returned as $-q/2$.

## Small steps and large ones

```lean
/-- Branch tracking: if every true polarisation step is smaller than half a quantum, the
reduced differences of the values known modulo the quantum sum to the true total change. -/
theorem trackedChange_eq {q : ℝ} {a p : ℕ → ℝ} {n : ℕ}
    (ha : ∀ j ≤ n, SameModQuantum q (a j) (p j))
    (hstep : ∀ j < n, |p (j + 1) - p j| < q / 2) :
    trackedChange q a n = p n - p 0 := by
  -- each reduced step is the true step, and the true steps telescope
  rw [← Finset.sum_range_sub p n]
  unfold trackedChange
  refine Finset.sum_congr rfl fun j hj => ?_
  have hj' : j < n := Finset.mem_range.mp hj
  rw [minStep_observed (ha j hj'.le) (ha (j + 1) hj')]
  have h := minStep_eq_sub (q := q) (x := p (j + 1) - p j) 0 (by simpa using hstep j hj')
  simpa using h
```

If every true step satisfies $|p_{j+1}-p_j|<q/2$, the tracked change is the true one. Each reduced difference depends only on the true step, and the case $k=0$ returns that step unchanged. Hence

$$\sum_{j=0}^{n-1}(p_{j+1}-p_j)=p_n-p_0 .$$

The proof first writes the right-hand side as this sum, using `Finset.sum_range_sub` backwards, and then compares the sums term by term with `Finset.sum_congr`. The condition concerns the true steps, so the computed values alone cannot confirm it.

```lean
/-- A single true step larger than half a quantum and smaller than a whole one is returned
one quantum too low: the true step is positive and the returned one negative. -/
theorem large_step_wrong_sign {q a₀ a₁ p₀ p₁ : ℝ} (h₀ : SameModQuantum q a₀ p₀)
    (h₁ : SameModQuantum q a₁ p₁) (hlow : q / 2 < p₁ - p₀) (hhigh : p₁ - p₀ < q) :
    minStep q (a₁ - a₀) = (p₁ - p₀) - q ∧ 0 < p₁ - p₀ ∧ minStep q (a₁ - a₀) < 0 := by
  have h : minStep q (a₁ - a₀) = (p₁ - p₀) - q := by
    rw [minStep_observed h₀ h₁]
    have hk := minStep_eq_sub (q := q) (x := p₁ - p₀) 1 (by
      rw [Int.cast_one, one_mul, abs_lt]
      constructor <;> linarith)
    rw [hk, Int.cast_one, one_mul]
  refine ⟨h, by linarith, ?_⟩
  rw [h]
  linarith
```

Let $d=p_1-p_0$ with $q/2<d<q$. Then $-q/2<d-q<0$, so the case $k=1$ applies and the recipe returns $d-q$. A true rise of $0.6q$ is reported as a fall of $0.4q$.

```lean
/-- For true steps of any size, the tracked change equals the true change minus one quantum
for each quantum counted when the true steps are rounded to whole quanta. -/
theorem trackedChange_defect {q : ℝ} {a p : ℕ → ℝ} {n : ℕ}
    (ha : ∀ j ≤ n, SameModQuantum q (a j) (p j)) :
    trackedChange q a n =
      p n - p 0 - q * ∑ j ∈ range n, (round ((p (j + 1) - p j) / q) : ℝ) := by
  rw [← Finset.sum_range_sub p n, Finset.mul_sum, ← Finset.sum_sub_distrib]
  unfold trackedChange
  refine Finset.sum_congr rfl fun j hj => ?_
  have hj' : j < n := Finset.mem_range.mp hj
  rw [minStep_observed (ha j hj'.le) (ha (j + 1) hj')]
  rfl
```

For steps $d_j=p_{j+1}-p_j$ of any size, summing the definition of `minStep` gives

$$p_n-p_0-q\sum_{j=0}^{n-1}\mathrm{round}(d_j/q).$$

After the replacement of computed by true differences, the two sides agree by definition, and `rfl` closes the goal.

## How many structures along the path

```lean
/-- If the polarisation changes at a rate of at most `L` along a switching path on `[0, 1]`, then
the tracked change of values known modulo the quantum `q` at the ends of `N` equal steps, with
`2 L < N q`, equals the true switching change. -/
theorem sampling_criterion {q L : ℝ} {P : ℝ → ℝ} {a : ℕ → ℝ} {N : ℕ}
    (hP : ∀ s ∈ Set.Icc (0 : ℝ) 1, ∀ t ∈ Set.Icc (0 : ℝ) 1, |P t - P s| ≤ L * |t - s|)
    (hN : 2 * L < N * q)
    (ha : ∀ j ≤ N, SameModQuantum q (a j) (P ((j : ℝ) / N))) :
    trackedChange q a N = P 1 - P 0 := by
  have hL : 0 ≤ L := by
    have h := (abs_nonneg _).trans (hP 0 (by simp) 1 (by simp))
    simpa using h
  have hpos : 0 < N := Nat.pos_of_ne_zero (by
    intro h0
    rw [h0, Nat.cast_zero, zero_mul] at hN
    linarith)
  have hNr : (0 : ℝ) < N := by exact_mod_cast hpos
  -- every sampling point lies on the path
  have hmem : ∀ j ≤ N, (j : ℝ) / N ∈ Set.Icc (0 : ℝ) 1 := by
    intro j hj
    have hj' : (j : ℝ) ≤ N := by exact_mod_cast hj
    exact ⟨by positivity, by rw [div_le_iff₀ hNr]; linarith⟩
  have main := trackedChange_eq (p := fun j : ℕ => P ((j : ℝ) / N)) ha (by
    intro j hj
    have h := hP _ (hmem j hj.le) _ (hmem (j + 1) hj)
    have hd : ((j + 1 : ℕ) : ℝ) / N - (j : ℝ) / N = 1 / N := by
      push_cast
      ring
    have hp : (0 : ℝ) < 1 / (N : ℝ) := one_div_pos.mpr hNr
    rw [hd, abs_of_pos hp] at h
    -- the rate bound keeps each step below half a quantum
    have hs : L * (1 / (N : ℝ)) < q / 2 := by
      rw [mul_one_div, div_lt_iff₀ hNr]
      linarith
    exact lt_of_le_of_lt h hs)
  simpa [div_self hNr.ne'] using main

end

end PolarisationBranchTracking
```

Here $P(t)$ is the true polarisation for $t\in[0,1]$, and $L$ bounds its rate of change; physically, $L$ reflects the effective charges and how far the ions move. Sampling at $t=j/N$ gives

$$|P((j+1)/N)-P(j/N)|\le L/N<q/2,$$

where the last inequality is `2 * L < N * q`. Comparing the endpoints shows $L\ge0$, so $N$ and $q$ are positive, and the tracking theorem gives $P(1)-P(0)$.

For an electronic-structure calculation of switching, this gives a sufficient number of steps for one polarisation component, provided that $q$ is fixed and a valid $L$ is known. That the computed values agree, modulo $q$, with one continuous polarisation curve is physical input: it requires the crystal to stay insulating along the path.

```lean
#print axioms PolarisationBranchTracking.trackedChange_eq
-- 'PolarisationBranchTracking.trackedChange_eq' depends on axioms: [propext, Classical.choice, Quot.sound]
#print axioms PolarisationBranchTracking.large_step_wrong_sign
-- 'PolarisationBranchTracking.large_step_wrong_sign' depends on axioms: [propext, Classical.choice, Quot.sound]
#print axioms PolarisationBranchTracking.trackedChange_defect
-- 'PolarisationBranchTracking.trackedChange_defect' depends on axioms: [propext, Classical.choice, Quot.sound]
#print axioms PolarisationBranchTracking.sampling_criterion
-- 'PolarisationBranchTracking.sampling_criterion' depends on axioms: [propext, Classical.choice, Quot.sound]
```
